# Cutting all interfragment hoppings never lowers the zero-temperature grand-canonical band energy of a finite Hermitian Hamiltonian at fixed chemical potential

A: Let \(H\) be a Hermitian one-particle Hamiltonian matrix over finitely many orthonormal orbitals, grouped into fragments, and let \(\mu\) be real. The sum of the negative eigenvalues of \(H-\mu\) is at most the total of the same sums for the diagonal blocks of \(H\). That total is the grand-canonical band energy, with \(-\mu N\) included, after all interfragment hoppings have been set to zero, so the cut never lowers this energy.

Q: Before I look at any Lean, convince me that this is true. Hoppings come with either sign, or a complex phase. Why can't they raise the energy?

A: A single one can. Take four one-orbital fragments with zero on-site energies, \(\mu=0\) and hopping \(-1\): closing the open chain into a ring raises the band energy from \(-\sqrt5\) to \(-2\). But all the interfragment hoppings together can't raise it above its value without any of them, because the uncoupled fragments supply a trial state whose energy doesn't depend on the interfragment hoppings. For a Hermitian matrix \(A\) with eigenvalues \(\varepsilon_i\), and for a one-particle density matrix \(P\), meaning \(0\le P\le 1\), define

\[
\Omega(A)=\sum_i \min(\varepsilon_i-\mu,0),\qquad E_A(P)=\mathrm{Re}\,\mathrm{tr}\,P(A-\mu).
\]

Let the columns of the unitary \(U\) be the eigenvectors of \(A\). Then \(A-\mu=U\,\mathrm{diag}(\varepsilon_i-\mu)\,U^\dagger\), and cyclicity of the trace gives

\[
E_A(P)=\sum_i(\varepsilon_i-\mu)\,n_i,\qquad n_i=(U^\dagger PU)_{ii}.
\]

Both \(U^\dagger PU\) and \(U^\dagger(1-P)U=1-U^\dagger PU\) are positive semidefinite, so \(0\le n_i\le 1\). Each term is therefore at least \(\min(\varepsilon_i-\mu,0)\), and \(E_A(P)\ge\Omega(A)\). Setting \(n_i=1\) below \(\mu\) and \(n_i=0\) otherwise, that is \(P=UDU^\dagger\) with \(D\) the diagonal matrix of these occupations, gives equality.

Q: And the fragments?

A: Write \(H_k\) for the diagonal block of fragment \(k\), and let \(P\) be block-diagonal with blocks \(P_k\). In the trace, \(P\) connects only orbitals of the same fragment, so

\[
E_H(P)=\mathrm{Re}\sum_k\sum_{i,j}(P_k)_{ij}(H_k-\mu)_{ji}=\sum_k E_{H_k}(P_k).
\]

Choose each \(P_k\) to be the optimal projector for \(H_k\). The assembled \(P\) is again a Hermitian projector. Hence \(P=P^\dagger P\ge0\) and \(1-P=(1-P)^\dagger(1-P)\ge0\), so it is an admissible trial state, and

\[
\Omega(H)\le E_H(P)=\sum_k\Omega(H_k).
\]

Q: You still owe me the equality with the band energy of the cut system.

A: Let \(H_{\rm cut}\) be the block-diagonal matrix of the \(H_k\). It has the same fragments as \(H\), so the inequality just derived gives \(\Omega(H_{\rm cut})\le\sum_k\Omega(H_k)\). For the reverse, let \(Q\) be an optimal density matrix for \(H_{\rm cut}\), with diagonal blocks \(Q_k\). These satisfy \(0\le Q_k\le1\), because principal submatrices of positive semidefinite matrices are positive semidefinite. Since \(H_{\rm cut}-\mu\) is block-diagonal, the trace sees only the \(Q_k\):

\[
\Omega(H_{\rm cut})=\sum_kE_{H_k}(Q_k)\ge\sum_k\Omega(H_k).
\]

So the two sides are equal, and \(\Omega(H)\le\Omega(H_{\rm cut})\).

Q: Fine. Now show me that the Lean says this and not something weaker. What is a band energy there?

```lean
import Mathlib

open Matrix
open scoped ComplexOrder

namespace FragmentBandEnergy

noncomputable section

variable {n : Type*} [Fintype n] [DecidableEq n]

/-- The zero-temperature grand-canonical band energy: the sum of the negative
eigenvalues of `A - μ`. -/
def bandEnergy {A : Matrix n n ℂ} (hA : A.IsHermitian) (μ : ℝ) : ℝ :=
  ∑ i, min (hA.eigenvalues i - μ) 0
```

A: It is \(\Omega(A)\). The argument `hA` is a proof that `A` is Hermitian, and `hA.eigenvalues` lists the real eigenvalues with multiplicity. Orbitals are labelled by a finite type `n`. The energy is the grand-canonical one, with \(-\mu N\) included, so the particle number may change when the hoppings are cut.

Q: And the real part in the trace? Are you discarding something?

```lean
/-- The grand-canonical energy `Re tr P (A - μ)` of a one-particle matrix `P`. -/
def energy (A P : Matrix n n ℂ) (μ : ℝ) : ℝ :=
  (trace (P * (A - (μ : ℂ) • (1 : Matrix n n ℂ)))).re
```

A: Not for the matrices of interest: if `A` and `P` are Hermitian, the trace is already real, and `.re` only turns a complex number into a real one. The identity matrix multiplying \(\mu\) does fix a convention, namely that the orbitals are orthonormal. A basis with overlap has to be orthogonalised first. If orbitals of different fragments overlap, this can change the diagonal blocks, which then need no longer be those of the isolated fragments.

```lean
/-- A fermionic one-particle density matrix: `0 ≤ P ≤ 1`. -/
structure IsDensity (P : Matrix n n ℂ) : Prop where
  nonneg : P.PosSemidef
  pauli : (1 - P).PosSemidef
```

A: These two conditions say that every natural occupation lies between 0 and 1. The upper bound is the Pauli principle for spin orbitals. `PosSemidef` includes hermiticity. Density matrices serve only the proof; the final theorems mention eigenvalues alone.

Q: How are fragments of different sizes represented?

A: An orbital of the full system is a pair in `Σ k, m k`: a fragment `k` and a local orbital in `m k`, a type that may differ from fragment to fragment. `fragment H k` is \(H_k\), and `cut H` is \(H_{\rm cut}\). The theorem `bandEnergy_le_cut` assumes only that `H` is Hermitian, takes any real `μ`, and concludes both \(\Omega(H)\le\Omega(H_{\rm cut})\) and \(\Omega(H_{\rm cut})=\sum_k\Omega(H_k)\).

Q: So what physics is missing?

A: Interactions, temperature and infinite systems. The blocks \(H_k\) are also frozen: nothing relaxes self-consistently after the cut, and all fragments share one \(\mu\). That \(\Omega\) is the lowest value of \(\hat H-\mu\hat N\) for free fermions is the usual physical reading; the file builds no Fock space. For fragment and embedding methods the consequence is that, in a finite non-interacting model with an orthonormal basis and unchanged blocks, summing isolated-fragment band energies at a common \(\mu\) gives an upper bound on the band energy of the whole.

Q: Then take me through the proof. Where does the eigenbasis enter?

```lean
/-- For a Hermitian `A` there is a unitary `U` such that the energy of every `P` is the sum of the
levels `ε - μ` weighted by the real parts of the diagonal entries of `Uᴴ P U`. -/
theorem energy_eq_sum_occupations {A : Matrix n n ℂ} (hA : A.IsHermitian) :
    ∃ U : Matrix n n ℂ, Uᴴ * U = 1 ∧ ∀ (P : Matrix n n ℂ) (μ : ℝ),
      energy A P μ = ∑ i, (hA.eigenvalues i - μ) * ((Uᴴ * P * U) i i).re := by
  let U : Matrix n n ℂ := hA.eigenvectorUnitary
  have hU : Uᴴ * U = 1 := Matrix.mem_unitaryGroup_iff'.mp hA.eigenvectorUnitary.2
  have hU' : U * Uᴴ = 1 := mul_eq_one_comm.mp hU
  refine ⟨U, hU, fun P μ => ?_⟩
  -- the columns of `U` are eigenvectors of `A - μ`
  have hAU : (A - (μ : ℂ) • (1 : Matrix n n ℂ)) * U
      = U * diagonal (fun i => ((hA.eigenvalues i - μ : ℝ) : ℂ)) := by
    have h0 : A * U = U * diagonal (fun i => ((hA.eigenvalues i : ℝ) : ℂ)) := by
      ext i j
      have h := congrFun (hA.mulVec_eigenvectorBasis j) i
      rw [mul_diagonal]
      simpa [U, Matrix.mul_apply, mulVec, dotProduct, IsHermitian.eigenvectorUnitary_apply,
        mul_comm] using h
    rw [Matrix.sub_mul, h0, Matrix.smul_mul, Matrix.one_mul]
    ext i j
    simp only [Matrix.sub_apply, Matrix.smul_apply, mul_diagonal, smul_eq_mul,
      Complex.ofReal_sub]
    ring
  have hT : trace (P * (A - (μ : ℂ) • (1 : Matrix n n ℂ)))
      = trace (Uᴴ * P * U * diagonal (fun i => ((hA.eigenvalues i - μ : ℝ) : ℂ))) := by
    rw [Matrix.mul_assoc (Uᴴ * P), ← hAU, Matrix.mul_assoc Uᴴ, trace_mul_comm Uᴴ,
      Matrix.mul_assoc P, Matrix.mul_assoc _ U, hU', Matrix.mul_one]
  rw [energy, hT]
  simp only [trace, diag_apply, mul_diagonal, Complex.re_sum]
  refine Finset.sum_congr rfl fun i _ => ?_
  simp only [Complex.mul_re, Complex.ofReal_re, Complex.ofReal_im]
  ring
```

A: Here, once. `hAU` is the eigenvector equation for all columns of \(U\) together, and `hT` is the cyclic rearrangement of the trace. One `U` serves every `P` and every `μ`.

```lean
/-- Variational principle: for a Hermitian `A`, no density matrix has an energy below the band
energy. -/
theorem bandEnergy_le_energy {A P : Matrix n n ℂ} (hA : A.IsHermitian) (hP : IsDensity P)
    (μ : ℝ) : bandEnergy hA μ ≤ energy A P μ := by
  obtain ⟨U, hU, hE⟩ := energy_eq_sum_occupations hA
  rw [hE, bandEnergy]
  refine Finset.sum_le_sum fun i _ => ?_
  -- each occupation lies between zero and one
  have h0 : 0 ≤ ((Uᴴ * P * U) i i).re :=
    (Complex.le_def.mp ((hP.nonneg.conjTranspose_mul_mul_same U).diag_nonneg (i := i))).1
  have h1 : ((Uᴴ * P * U) i i).re ≤ 1 := by
    have h := hP.pauli.conjTranspose_mul_mul_same U
    rw [Matrix.mul_sub, Matrix.sub_mul, Matrix.mul_one, hU] at h
    have h' := (Complex.le_def.mp (h.diag_nonneg (i := i))).1
    simp only [Matrix.sub_apply, Matrix.one_apply_eq, Complex.sub_re, Complex.one_re,
      Complex.zero_re] at h'
    linarith
  rcases le_total (hA.eigenvalues i - μ) 0 with h | h
  · rw [min_eq_left h]
    nlinarith
  · rw [min_eq_right h]
    exact mul_nonneg h h0
```

A: This is the variational bound. `h0` and `h1` are \(0\le n_i\le1\), obtained by conjugating the two positivity conditions with `U` and reading off diagonal entries. The case split on the sign of \(\varepsilon_i-\mu\) then compares the sums term by term.

Q: And attainment?

```lean
/-- A Hermitian idempotent matrix is a density matrix. -/
theorem isDensity_of_projector {P : Matrix n n ℂ} (hP : Pᴴ = P) (hPP : P * P = P) :
    IsDensity P := by
  constructor
  · have h := posSemidef_conjTranspose_mul_self P
    rwa [hP, hPP] at h
  · have h := posSemidef_conjTranspose_mul_self (1 - P)
    have e : (1 - P)ᴴ * (1 - P) = 1 - P := by
      rw [conjTranspose_sub, conjTranspose_one, hP]
      simp [sub_mul, mul_sub, hPP]
    rwa [e] at h

/-- The band energy of a Hermitian `A` is attained by a Hermitian idempotent matrix. -/
theorem exists_projector_energy_eq {A : Matrix n n ℂ} (hA : A.IsHermitian) (μ : ℝ) :
    ∃ P : Matrix n n ℂ, Pᴴ = P ∧ P * P = P ∧ energy A P μ = bandEnergy hA μ := by
  obtain ⟨U, hU, hE⟩ := energy_eq_sum_occupations hA
  -- fill exactly the levels below the chemical potential
  let D : Matrix n n ℂ := diagonal (fun i => if hA.eigenvalues i < μ then 1 else 0)
  have hD : Dᴴ = D := by
    ext i j
    by_cases h : i = j
    · subst h
      by_cases h' : hA.eigenvalues i < μ <;> simp [D, conjTranspose_apply, h']
    · simp [D, conjTranspose_apply, diagonal_apply_ne _ h, diagonal_apply_ne _ (Ne.symm h)]
  have hDD : D * D = D := by
    simp [D, diagonal_mul_diagonal]
  refine ⟨U * D * Uᴴ, ?_, ?_, ?_⟩
  · rw [conjTranspose_mul, conjTranspose_mul, conjTranspose_conjTranspose, hD,
      Matrix.mul_assoc]
  · calc U * D * Uᴴ * (U * D * Uᴴ) = U * D * (Uᴴ * U) * D * Uᴴ := by
          simp only [Matrix.mul_assoc]
      _ = U * (D * D) * Uᴴ := by rw [hU, Matrix.mul_one, Matrix.mul_assoc U]
      _ = U * D * Uᴴ := by rw [hDD]
  · have hQ : Uᴴ * (U * D * Uᴴ) * U = D := by
      calc Uᴴ * (U * D * Uᴴ) * U = (Uᴴ * U) * D * (Uᴴ * U) := by
            simp only [Matrix.mul_assoc]
        _ = D := by rw [hU, Matrix.one_mul, Matrix.mul_one]
    rw [hE, hQ, bandEnergy]
    refine Finset.sum_congr rfl fun i _ => ?_
    by_cases h : hA.eigenvalues i < μ
    · rw [min_eq_left (by linarith)]
      simp [D, h]
    · rw [min_eq_right (by linarith)]
      simp [D, h]
```

A: The first lemma is the pair of identities \(P=P^\dagger P\) and \(1-P=(1-P)^\dagger(1-P)\). The second builds \(UDU^\dagger\), checks that it is a Hermitian projector, and uses \(U^\dagger(UDU^\dagger)U=D\) to read off the occupations. A level exactly at \(\mu\) is left empty, which costs nothing because it contributes zero either way.

Q: Now the partition. Is the cut really nothing more than deleting hoppings?

```lean
variable {κ : Type*} [Fintype κ] [DecidableEq κ] {m : κ → Type*}
  [∀ k, Fintype (m k)] [∀ k, DecidableEq (m k)]

/-- The diagonal block of a partitioned matrix that belongs to fragment `k`. -/
def fragment (H : Matrix (Σ k, m k) (Σ k, m k) ℂ) (k : κ) : Matrix (m k) (m k) ℂ :=
  H.submatrix (Sigma.mk k) (Sigma.mk k)

/-- The Hamiltonian with all interfragment hoppings set to zero. -/
def cut (H : Matrix (Σ k, m k) (Σ k, m k) ℂ) : Matrix (Σ k, m k) (Σ k, m k) ℂ :=
  blockDiagonal' (fragment H)
```

A: Yes. `blockDiagonal'` puts the blocks back in their places and zeros everywhere else, so on-site energies and hoppings within a fragment stay as they were. Two short lemmas show that the blocks and the cut matrix are Hermitian, which `bandEnergy` needs before it can be applied to them.

```lean
omit [Fintype κ] [DecidableEq κ] [∀ k, Fintype (m k)] [∀ k, DecidableEq (m k)] in
/-- Each fragment of a Hermitian Hamiltonian is Hermitian. -/
theorem fragment_isHermitian {H : Matrix (Σ k, m k) (Σ k, m k) ℂ} (hH : H.IsHermitian)
    (k : κ) : (fragment H k).IsHermitian :=
  hH.submatrix _

omit [Fintype κ] [∀ k, Fintype (m k)] [∀ k, DecidableEq (m k)] in
/-- Cutting the interfragment hoppings of a Hermitian Hamiltonian leaves it Hermitian. -/
theorem cut_isHermitian {H : Matrix (Σ k, m k) (Σ k, m k) ℂ} (hH : H.IsHermitian) :
    (cut H).IsHermitian := by
  change (blockDiagonal' (fragment H))ᴴ = blockDiagonal' (fragment H)
  rw [blockDiagonal'_conjTranspose]
  exact congrArg blockDiagonal' (funext fun k => fragment_isHermitian hH k)
```

Q: Where do the interfragment hoppings drop out?

```lean
/-- For a block-diagonal one-particle matrix the energy is the sum of the fragment energies,
whatever the interfragment hoppings are. -/
theorem energy_blockDiagonal (H : Matrix (Σ k, m k) (Σ k, m k) ℂ)
    (P : ∀ k, Matrix (m k) (m k) ℂ) (μ : ℝ) :
    energy H (blockDiagonal' P) μ = ∑ k, energy (fragment H k) (P k) μ := by
  simp only [energy, ← Complex.re_sum]
  congr 1
  simp only [trace, diag_apply, Matrix.mul_apply, Fintype.sum_sigma]
  refine Finset.sum_congr rfl fun k _ => Finset.sum_congr rfl fun i _ => ?_
  -- only the orbitals of the same fragment contribute
  rw [Finset.sum_eq_single k]
  · refine Finset.sum_congr rfl fun j _ => ?_
    simp [blockDiagonal'_apply_eq, fragment, Matrix.one_apply]
  · intro l _ hl
    refine Finset.sum_eq_zero fun j _ => ?_
    rw [blockDiagonal'_apply_ne _ _ _ (Ne.symm hl), zero_mul]
  · intro h
    exact absurd (Finset.mem_univ k) h
```

A: In `Finset.sum_eq_single k`. The inner sum of the trace runs over all fragments `l`, and only `l = k` survives, since the block-diagonal matrix vanishes elsewhere. No hermiticity is assumed here, of `H` or of the blocks `P k`.

```lean
/-- The band energy of a Hermitian Hamiltonian is at most the total band energy of its
fragments, all taken at the same chemical potential. -/
theorem bandEnergy_le_sum_fragments {H : Matrix (Σ k, m k) (Σ k, m k) ℂ}
    (hH : H.IsHermitian) (μ : ℝ) :
    bandEnergy hH μ ≤ ∑ k, bandEnergy (fragment_isHermitian hH k) μ := by
  choose P hP hPP hE using fun k => exists_projector_energy_eq (fragment_isHermitian hH k) μ
  -- the fragment ground states together form a trial state for `H`
  have hB : IsDensity (blockDiagonal' P) := by
    apply isDensity_of_projector
    · rw [blockDiagonal'_conjTranspose]
      exact congrArg blockDiagonal' (funext hP)
    · rw [← blockDiagonal'_mul]
      exact congrArg blockDiagonal' (funext hPP)
  calc bandEnergy hH μ ≤ energy H (blockDiagonal' P) μ := bandEnergy_le_energy hH hB μ
    _ = ∑ k, bandEnergy (fragment_isHermitian hH k) μ := by
      rw [energy_blockDiagonal]
      exact Finset.sum_congr rfl fun k _ => hE k
```

A: This is the main inequality. `choose` picks an optimal projector for every fragment, `hB` shows that the assembled matrix is a density matrix, and the `calc` block joins the variational bound to the sum of fragment energies.

Q: The reverse inequality has an optimal density matrix that needn't be block-diagonal. Your trace lemma requires one that is.

```lean
/-- Cutting all interfragment hoppings of a Hermitian Hamiltonian never lowers its band energy,
and the band energy after the cut is the sum of the fragment band energies. -/
theorem bandEnergy_le_cut {H : Matrix (Σ k, m k) (Σ k, m k) ℂ}
    (hH : H.IsHermitian) (μ : ℝ) :
    bandEnergy hH μ ≤ bandEnergy (cut_isHermitian hH) μ ∧
      bandEnergy (cut_isHermitian hH) μ = ∑ k, bandEnergy (fragment_isHermitian hH k) μ := by
  have hfrag : fragment (cut H) = fragment H := by
    funext k
    ext i j
    simp [fragment, cut, blockDiagonal'_apply_eq]
  have hle : bandEnergy (cut_isHermitian hH) μ
      ≤ ∑ k, bandEnergy (fragment_isHermitian hH k) μ := by
    have h := bandEnergy_le_sum_fragments (cut_isHermitian hH) μ
    simpa only [hfrag] using h
  have hge : ∑ k, bandEnergy (fragment_isHermitian hH k) μ
      ≤ bandEnergy (cut_isHermitian hH) μ := by
    obtain ⟨P, hP, hPP, hE⟩ := exists_projector_energy_eq (cut_isHermitian hH) μ
    have hd := isDensity_of_projector hP hPP
    -- diagonal blocks of a density matrix are density matrices
    have hdk : ∀ k, IsDensity (fragment P k) := fun k => by
      refine ⟨hd.nonneg.submatrix _, ?_⟩
      have e : 1 - fragment P k = (1 - P).submatrix (Sigma.mk k) (Sigma.mk k) := by
        ext i j
        simp [fragment, Matrix.one_apply]
      rw [e]
      exact hd.pauli.submatrix _
    have hshift : cut H - (μ : ℂ) • (1 : Matrix (Σ k, m k) (Σ k, m k) ℂ)
        = blockDiagonal' (fun k => fragment H k - (μ : ℂ) • (1 : Matrix (m k) (m k) ℂ)) := by
      ext ⟨k, i⟩ ⟨l, j⟩
      by_cases h : k = l
      · subst h
        simp [cut, blockDiagonal'_apply_eq, Matrix.one_apply]
      · simp [cut, blockDiagonal'_apply_ne _ _ _ h, h]
    have hsum : energy (cut H) P μ = ∑ k, energy (fragment H k) (fragment P k) μ := by
      have h := energy_blockDiagonal P
        (fun k => fragment H k - (μ : ℂ) • (1 : Matrix (m k) (m k) ℂ)) 0
      simp only [energy, Complex.ofReal_zero, zero_smul, sub_zero] at h
      rw [energy, hshift, trace_mul_comm, h]
      exact Finset.sum_congr rfl fun k _ => by rw [energy, trace_mul_comm]
    rw [← hE, hsum]
    exact Finset.sum_le_sum fun k _ =>
      bandEnergy_le_energy (fragment_isHermitian hH k) (hdk k) μ
  exact ⟨(bandEnergy_le_sum_fragments hH μ).trans hge, le_antisymm hle hge⟩

end

end FragmentBandEnergy
```

A: The lemma is applied with the roles exchanged. In `hsum`, the block-diagonal matrix is \(H_{\rm cut}-\mu\), the general matrix is the density matrix (called `P` in the code, \(Q\) above), and the lemma's own chemical potential is set to 0. `trace_mul_comm` restores the order of the factors. `hdk` shows that the diagonal blocks are density matrices, so the variational bound holds in each fragment and gives `hge`. The opposite direction, `hle`, is the previous theorem applied to `cut H`, whose fragments are those of `H` by `hfrag`. `le_antisymm` combines the two into the equality, and the inequality for the cut follows by transitivity.

```lean
#print axioms FragmentBandEnergy.bandEnergy_le_cut
-- 'FragmentBandEnergy.bandEnergy_le_cut' depends on axioms: [propext, Classical.choice, Quot.sound]
```
